# First Griffiths inequality for finitely many Ising spins

In an Ising model on a finite set V of sites, suppose that every subset B of V carries a coupling J_B ≥ 0 and that a configuration σ has the weight exp(∑_B J_B s_B(σ)), where s_B is the product of the spins in B. Then for every subset A

⟨s_A⟩ ≥ 0.

The inequality is strict exactly when A can be built from ∅ by symmetric differences with subsets whose coupling is positive.

The J_B are dimensionless: the inverse temperature is absorbed into them. The condition J_B ≥ 0 means that no term of the energy favours s_B = −1. For a pair B this is a ferromagnetic or absent bond, and for a single site it is a field that points up or vanishes. In a Monte Carlo simulation of such a finite classical model, an estimate of ⟨s_A⟩ that is negative well beyond its apparent statistical error therefore points to a mistake in the program or to poor sampling, for example a run that is stuck at negative magnetisation.

## Spins, weights and correlations

The sites form a type `V`, which is made finite once sums over configurations are needed.

In Lean 4 with Mathlib:

```lean
import Mathlib

open Finset
open scoped symmDiff

namespace GriffithsFirstInequality

noncomputable section

variable {V : Type*} [DecidableEq V]
```

Write A ∆ B for the symmetric difference, the sites that lie in exactly one of A and B. The predicate `BondGenerated J A` says that A is reached from ∅ by finitely many steps A → A ∆ B with J_B > 0.

```lean
/-- The subsets of sites obtained from the empty set by repeatedly taking the symmetric
difference with a subset that carries a strictly positive coupling. -/
inductive BondGenerated (J : Finset V → ℝ) : Finset V → Prop
  | empty : BondGenerated J ∅
  | step {A B : Finset V} : BondGenerated J A → 0 < J B → BondGenerated J (A ∆ B)
```

A configuration is a map σ : V → Bool, and each Boolean value is read as a spin +1 or −1.

```lean
/-- The value `+1` or `-1` of a single Ising spin. -/
def spin (b : Bool) : ℝ := if b then 1 else -1
```

The spin product is

s_A(σ) = ∏_{i∈A} σ_i,

with σ_i = ±1 and s_∅ = 1.

```lean
/-- The product `s_A` of the spins in the subset `A`, in the configuration `σ`. -/
def spinProd (A : Finset V) (σ : V → Bool) : ℝ := ∏ i ∈ A, spin (σ i)
```

The proof switches the couplings on one at a time. For a set T of subsets, let

W_T(A) = ∑_σ s_A(σ) exp(∑_{B∈T} J_B s_B(σ)).

```lean
variable [Fintype V]

/-- The sum over all configurations of `s_A` times the Boltzmann weight in which only the
couplings on the subsets in `T` are switched on. -/
def weightedSum (J : Finset V → ℝ) (T : Finset (Finset V)) (A : Finset V) : ℝ :=
  ∑ σ : V → Bool, spinProd A σ * Real.exp (∑ B ∈ T, J B * spinProd B σ)
```

The partition function has all couplings on:

Z = ∑_σ exp(∑_B J_B s_B(σ)).

The sum runs over every subset, including ∅; J_∅ only adds a constant to the exponent, which cancels in averages.

```lean
/-- The partition function: the sum of the weights `exp (∑ J_B s_B)` over all configurations. -/
def partitionFunction (J : Finset V → ℝ) : ℝ :=
  ∑ σ : V → Bool, Real.exp (∑ B, J B * spinProd B σ)
```

The correlation is the Boltzmann average ⟨s_A⟩ = W_all(A) / Z, where "all" stands for the set of all subsets, `univ` in the code.

```lean
/-- The correlation `⟨s_A⟩` in the Ising model with all couplings `J` switched on. -/
def correlation (J : Finset V → ℝ) (A : Finset V) : ℝ :=
  weightedSum J univ A / partitionFunction J
```

## Multiplying spin products

To compare products over different subsets, extend each to all sites, with a factor 1 outside the subset.

```lean
/-- The spin product over `A` as a product over all sites, with a factor one outside `A`. -/
theorem spinProd_eq (A : Finset V) (σ : V → Bool) :
    spinProd A σ = ∏ i, if i ∈ A then spin (σ i) else 1 := by
  simp [spinProd, Finset.prod_ite_mem]
```

A site in both A and B contributes σ_i² = 1, and a site in just one contributes σ_i. Hence

s_A s_B = s_{A∆B}.

The proof checks this site by site, for each case of membership and each spin value.

```lean
/-- Two spin products multiply to the spin product over the symmetric difference. -/
theorem spinProd_mul (A B : Finset V) (σ : V → Bool) :
    spinProd A σ * spinProd B σ = spinProd (A ∆ B) σ := by
  simp only [spinProd_eq]
  rw [← Finset.prod_mul_distrib]
  refine Finset.prod_congr rfl fun i _ => ?_
  by_cases hA : i ∈ A <;> by_cases hB : i ∈ B <;> cases σ i <;>
    simp [Finset.mem_symmDiff, hA, hB, spin]
```

Taking A = B gives s_B² = s_∅ = 1, so s_B = ±1. For s_B = 1 the exponential is e^K = cosh K + sinh K, and for s_B = −1 it is e^(−K) = cosh K − sinh K. Both cases read

exp(K s_B) = cosh K + s_B sinh K.

```lean
/-- The Boltzmann factor of one coupling is linear in its spin product. -/
theorem exp_bond (K : ℝ) (B : Finset V) (σ : V → Bool) :
    Real.exp (K * spinProd B σ) = Real.cosh K + spinProd B σ * Real.sinh K := by
  have hsq : spinProd B σ * spinProd B σ = 1 := by
    rw [spinProd_mul, symmDiff_self]
    simp [spinProd]
  rcases mul_self_eq_one_iff.mp hsq with h | h
  · rw [h, mul_one, one_mul, Real.cosh_add_sinh]
  · rw [h, mul_neg_one, ← Real.cosh_sub_sinh]
    ring
```

## Switching on one coupling

Let B be outside T. The new weight is the old one times exp(J_B s_B), and

s_A exp(J_B s_B) = s_A cosh J_B + s_{A∆B} sinh J_B.

Multiplying by the old weight and summing over σ gives

W_{T∪{B}}(A) = cosh J_B · W_T(A) + sinh J_B · W_T(A∆B).

```lean
/-- Switching on one more coupling, on `B`, mixes the weighted sums of `s_A` and `s_(A ∆ B)`
with coefficients `cosh J_B` and `sinh J_B`. -/
theorem weightedSum_insert (J : Finset V → ℝ) {T : Finset (Finset V)} {B : Finset V}
    (hB : B ∉ T) (A : Finset V) :
    weightedSum J (insert B T) A =
      Real.cosh (J B) * weightedSum J T A + Real.sinh (J B) * weightedSum J T (A ∆ B) := by
  unfold weightedSum
  rw [Finset.mul_sum, Finset.mul_sum, ← Finset.sum_add_distrib]
  refine Finset.sum_congr rfl fun σ _ => ?_
  rw [Finset.sum_insert hB, Real.exp_add, exp_bond, ← spinProd_mul]
  ring
```

The starting point is the model without couplings. Its sum factorises over sites:

W_∅(A) = ∏_{i∈A} (1 − 1) · ∏_{i∉A} (1 + 1).

This is 2^|V| for A = ∅, and zero as soon as A contains a site.

```lean
/-- For free spins the sum of `s_A` over all configurations is the number of configurations
if `A` is empty, and zero otherwise. -/
theorem weightedSum_empty (J : Finset V → ℝ) (A : Finset V) :
    weightedSum J ∅ A = if A = ∅ then 2 ^ Fintype.card V else 0 := by
  by_cases hA : A = ∅
  · subst hA
    simp [weightedSum, spinProd]
  · rw [if_neg hA]
    obtain ⟨i, hi⟩ := Finset.nonempty_iff_ne_empty.mpr hA
    simp only [weightedSum, Finset.sum_empty, Real.exp_zero, mul_one, spinProd_eq]
    -- the sum factorises over sites, and the factor of a site in `A` is `1 - 1`
    have h := Finset.prod_univ_sum (fun _ : V => (univ : Finset Bool))
      (fun j b => if j ∈ A then spin b else (1 : ℝ))
    rw [Fintype.piFinset_univ] at h
    refine h.symm.trans (Finset.prod_eq_zero (Finset.mem_univ i) ?_)
    simp [hi, spin]
```

## Nonnegativity by induction

The values of W_∅ are nonnegative. If W_T(A) ≥ 0 for all A, then both terms of the recursion are nonnegative, because cosh J_B > 0 and J_B ≥ 0 gives sinh J_B ≥ 0. So W_{T∪{B}}(A) ≥ 0 for all A.

An induction for one fixed A would get stuck here, since the recursion also calls on A ∆ B. The statement therefore keeps `∀ A` inside the induction over `T`.

```lean
/-- With nonnegative couplings, every weighted sum of a spin product is nonnegative, whichever
of the couplings are switched on. -/
theorem weightedSum_nonneg {J : Finset V → ℝ} (hJ : ∀ B, 0 ≤ J B) (T : Finset (Finset V)) :
    ∀ A, 0 ≤ weightedSum J T A := by
  induction T using Finset.induction_on with
  | empty =>
    intro A
    rw [weightedSum_empty]
    split_ifs
    · positivity
    · exact le_rfl
  | insert B T hB ih =>
    intro A
    rw [weightedSum_insert J hB]
    exact add_nonneg (mul_nonneg (Real.cosh_pos _).le (ih A))
      (mul_nonneg (Real.sinh_nonneg_iff.mpr (hJ B)) (ih _))
```

Since s_∅ = 1, the partition function is itself one of these sums: Z = W_all(∅).

```lean
/-- The partition function is the weighted sum of the empty spin product. -/
theorem partitionFunction_eq (J : Finset V → ℝ) :
    partitionFunction J = weightedSum J univ ∅ := by
  unfold partitionFunction weightedSum
  refine Finset.sum_congr rfl fun σ _ => ?_
  have h : spinProd (∅ : Finset V) σ = 1 := Finset.prod_empty
  rw [h, one_mul]
```

Dividing W_all(A) ≥ 0 by Z, a sum of exponentials, gives the inequality. In `griffiths_first` the hypothesis `hJ` is the sign condition on all couplings, and `A` is arbitrary. The theorem concerns finite V; it takes no infinite-volume limit and does not say how correlations change with the couplings.

```lean
/-- **First Griffiths inequality**: if all couplings are nonnegative, every correlation
`⟨s_A⟩` is nonnegative. -/
theorem griffiths_first {J : Finset V → ℝ} (hJ : ∀ B, 0 ≤ J B) (A : Finset V) :
    0 ≤ correlation J A :=
  div_nonneg (weightedSum_nonneg hJ univ A) (Finset.sum_nonneg fun _ _ => (Real.exp_pos _).le)
```

## When the correlation is strictly positive

Because Z > 0, the question is when W_all(A) > 0.

First, positivity implies that A is generated, by induction over T. For T = ∅ only A = ∅ has a positive sum. If W_{T∪{B}}(A) > 0, then either W_T(A) > 0 and A is generated by the induction hypothesis, or W_T(A) = 0 and

sinh J_B · W_T(A∆B) > 0.

In the second case J_B > 0 and A ∆ B is generated, so one more step gives (A ∆ B) ∆ B = A.

Conversely, W_all(∅) = Z > 0, and each generating step preserves positivity. Let J_B > 0, let T contain all subsets except B, and set x = W_T(A), y = W_T(A∆B). Then

W_all(A) = x cosh J_B + y sinh J_B,

W_all(A∆B) = y cosh J_B + x sinh J_B.

Here x, y ≥ 0 and both coefficients are positive. If the first line is positive, x and y are not both zero, so the second is positive too. The code calls this pair of identities `key` and separates the cases x = 0 and x > 0.

```lean
/-- With nonnegative couplings, `⟨s_A⟩` is strictly positive exactly when `A` can be built from the
empty set by zero or more symmetric differences with subsets that carry strictly positive couplings.
-/
theorem correlation_pos_iff {J : Finset V → ℝ} (hJ : ∀ B, 0 ≤ J B) (A : Finset V) :
    0 < correlation J A ↔ BondGenerated J A := by
  have hZ : 0 < partitionFunction J :=
    Finset.sum_pos (fun _ _ => Real.exp_pos _) Finset.univ_nonempty
  -- a positive weighted sum can only come from subsets generated by the couplings
  have hgen : ∀ T : Finset (Finset V), ∀ A, 0 < weightedSum J T A → BondGenerated J A := by
    intro T
    induction T using Finset.induction_on with
    | empty =>
      intro A h
      rw [weightedSum_empty] at h
      by_cases hA : A = ∅
      · rw [hA]
        exact BondGenerated.empty
      · rw [if_neg hA] at h
        exact absurd h (lt_irrefl _)
    | insert B T hB ih =>
      intro A h
      rw [weightedSum_insert J hB] at h
      by_cases h1 : 0 < weightedSum J T A
      · exact ih A h1
      · have h0 := le_antisymm (not_lt.mp h1) (weightedSum_nonneg hJ T A)
        rw [h0, mul_zero, zero_add] at h
        have hs : 0 < Real.sinh (J B) := by
          refine lt_of_le_of_ne (Real.sinh_nonneg_iff.mpr (hJ B)) fun e => ?_
          rw [← e, zero_mul] at h
          exact lt_irrefl _ h
        have hg := BondGenerated.step (ih _ ((mul_pos_iff_of_pos_left hs).mp h))
          (Real.sinh_pos_iff.mp hs)
        rwa [symmDiff_symmDiff_cancel_right] at hg
  constructor
  · intro h
    exact hgen univ A ((div_pos_iff_of_pos_right hZ).mp h)
  · intro h
    refine div_pos ?_ hZ
    induction h with
    | empty => rwa [← partitionFunction_eq]
    | @step A B _ hB ih =>
      -- single out the coupling on `B`, which exchanges `A` and `A ∆ B`
      have key : ∀ C, weightedSum J univ C = Real.cosh (J B) * weightedSum J (univ.erase B) C
          + Real.sinh (J B) * weightedSum J (univ.erase B) (C ∆ B) := by
        intro C
        rw [← weightedSum_insert J (by simp : B ∉ univ.erase B),
          Finset.insert_erase (Finset.mem_univ B)]
      have hs := Real.sinh_pos_iff.mpr hB
      have hc := Real.cosh_pos (J B)
      have hy := weightedSum_nonneg hJ (univ.erase B) (A ∆ B)
      rw [key A] at ih
      rw [key (A ∆ B), symmDiff_symmDiff_cancel_right]
      rcases (weightedSum_nonneg hJ (univ.erase B) A).eq_or_lt with hx | hx
      · rw [← hx, mul_zero, zero_add] at ih
        rw [← hx, mul_zero, add_zero]
        exact mul_pos hc ((mul_pos_iff_of_pos_left hs).mp ih)
      · exact add_pos_of_nonneg_of_pos (mul_nonneg hc.le hy) (mul_pos hs hx)
```

With positive couplings on pairs only, for example, every generated subset has an even number of sites, so ⟨s_i⟩ = 0 for each single spin.

## One coupling of either sign

Let K be the only coupling, on a nonempty B; this is the function `Pi.single B K`. One step of the recursion from free spins gives

W_all(B) = 2^|V| sinh K,

W_all(∅) = 2^|V| cosh K,

and therefore ⟨s_B⟩ = tanh K. For K < 0 this is negative, so the inequality fails without a condition on the signs. In the smallest case, one site with B = V, the formula is the magnetisation of a single spin in a field K.

```lean
/-- If the only coupling is `K`, of either sign, on a nonempty subset `B`, then
`⟨s_B⟩ = tanh K`. -/
theorem correlation_single (K : ℝ) {B : Finset V} (hB : B.Nonempty) :
    correlation (Pi.single B K) B = Real.tanh K := by
  have hm : ∀ A, weightedSum (Pi.single B K) univ A =
      Real.cosh K * weightedSum (Pi.single B K) ∅ A
        + Real.sinh K * weightedSum (Pi.single B K) ∅ (A ∆ B) := by
    intro A
    have e : weightedSum (Pi.single B K) univ A
        = weightedSum (Pi.single B K) (insert B ∅) A := by
      unfold weightedSum
      refine Finset.sum_congr rfl fun σ _ => ?_
      simp [Pi.single_apply]
    rw [e, weightedSum_insert _ (Finset.notMem_empty B), Pi.single_eq_same]
  have h1 : B ∆ B = ∅ := symmDiff_self B
  have h2 : (∅ : Finset V) ∆ B = B := bot_symmDiff B
  have m1 : weightedSum (Pi.single B K) ∅ B = 0 := by
    rw [weightedSum_empty, if_neg hB.ne_empty]
  have m0 : weightedSum (Pi.single B K) ∅ (∅ : Finset V) = 2 ^ Fintype.card V := by
    rw [weightedSum_empty, if_pos rfl]
  rw [correlation, partitionFunction_eq, hm B, hm ∅, h1, h2, m1, m0, mul_zero, mul_zero,
    zero_add, add_zero, Real.tanh_eq_sinh_div_cosh]
  exact mul_div_mul_right _ _ (by positivity)

end

end GriffithsFirstInequality
```

```lean
#print axioms GriffithsFirstInequality.griffiths_first
-- 'GriffithsFirstInequality.griffiths_first' depends on axioms: [propext, Classical.choice, Quot.sound]
#print axioms GriffithsFirstInequality.correlation_pos_iff
-- 'GriffithsFirstInequality.correlation_pos_iff' depends on axioms: [propext, Classical.choice, Quot.sound]
#print axioms GriffithsFirstInequality.correlation_single
-- 'GriffithsFirstInequality.correlation_single' depends on axioms: [propext, Classical.choice, Quot.sound]
```
